# Among $M$ orbitals, a two-body Hamiltonian connects an $N$-particle determinant to at most $1+N(M-N)+\binom{N}{2}\binom{M-N}{2}$ determinants

A statement about matrix elements between determinants needs a definite space for the operators to act on. Here it is the whole fermionic Fock space over $M$ orthonormal spin orbitals, numbered $0,\dots,M-1$, with all particle numbers at once. A determinant $|T\rangle$ is labelled by its set $T$ of occupied orbitals, and an operator $A$ is the $2^M\times2^M$ complex matrix of its elements $\langle S|A|T\rangle$. A single ladder operator is then a square matrix, the Hamiltonian is built from matrix products, and conservation of particle number is derived.

One alternative is to index the matrices by $N$-element sets only. A single ladder operator leaves that sector, so it would become a rectangular matrix between neighbouring sectors. One could also start from the number-conserving strings $a_p^\dagger a_q$, which are square matrices on the sector, and build the Hamiltonian from their products; conservation of particle number would then be assumed rather than derived. The counting in parts (g) and (h) would be unchanged.

## Determinants, ladder operators and the Hamiltonian

```lean
import Mathlib

open Finset Matrix

namespace TwoBodyConnectivity

noncomputable section

variable {M : ℕ}
```

Orbitals are elements of `Fin M`, an occupied set is a `Finset (Fin M)`, and the entry `A S T` is $\langle S|A|T\rangle$.

```lean
/-- Operators on the Fock space of `M` orbitals, as matrices in the basis of determinants
labelled by their occupied sets. -/
abbrev Op (M : ℕ) := Matrix (Finset (Fin M)) (Finset (Fin M)) ℂ
```

The sign convention is $|T\rangle=a^\dagger_{t_1}\cdots a^\dagger_{t_n}|\mathrm{vac}\rangle$, where $t_1<\dots<t_n$ are the elements of $T$ and $|\mathrm{vac}\rangle$ is the empty state. To reach orbital $p$, the annihilator $a_p$ passes every occupied orbital below $p$, which gives the phase $\sigma(T,p)=(-1)^{|\{t\in T:\,t<p\}|}$.

```lean
/-- The fermionic phase: `-1` to the number of occupied orbitals below `p`. -/
def phase (T : Finset (Fin M)) (p : Fin M) : ℂ := (-1) ^ (T.filter (· < p)).card
```

Thus $a_p|T\rangle=\sigma(T,p)\,|T\setminus\{p\}\rangle$ for $p\in T$, and $a_p|T\rangle=0$ otherwise.

```lean
/-- The annihilation operator `a_p`: it removes `p` from the determinant `T` with the
fermionic phase, and gives zero if `p` is empty. -/
def ann (p : Fin M) : Op M :=
  Matrix.of fun S T => if p ∈ T ∧ S = T.erase p then phase T p else 0
```

All entries are $0$ or $\pm1$, so the adjoint is the transpose: $\langle S|a_p^\dagger|T\rangle=\langle T|a_p|S\rangle$. The anticommutation relations of these matrices are neither proved nor used in the Lean code; the sign changes quoted in the closing example can be checked directly from the phases.

```lean
/-- The creation operator `a_p†`, the transpose of the real matrix of `a_p`. -/
def cre (p : Fin M) : Op M := (ann p)ᵀ
```

With complex one-particle integrals $h_{pq}$ and two-particle integrals $v_{pqrs}$,
$$H=\sum_{pq}h_{pq}\,a_p^\dagger a_q+\tfrac14\sum_{pqrs}v_{pqrs}\,a_p^\dagger a_q^\dagger a_s a_r .$$
Every term is normal ordered with respect to the empty state. The factor $\tfrac14$ is the convention for antisymmetrised integrals, but neither antisymmetry nor Hermiticity is assumed: the results hold for arbitrary arrays `h` and `v`. Three-body terms and terms that change the particle number are excluded by the form of $H$.

```lean
/-- The one-body operator `Σ h_pq a_p† a_q`. -/
def oneBody (h : Fin M → Fin M → ℂ) : Op M := ∑ p, ∑ q, h p q • (cre p * ann q)

/-- The Hamiltonian `Σ h_pq a_p† a_q + ¼ Σ v_pqrs a_p† a_q† a_s a_r`. -/
def hamiltonian (h : Fin M → Fin M → ℂ) (v : Fin M → Fin M → Fin M → Fin M → ℂ) : Op M :=
  oneBody h +
    (1 / 4 : ℂ) • ∑ p, ∑ q, ∑ r, ∑ s, v p q r s • (cre p * cre q * ann s * ann r)
```

An operator $A$ carries the label $(d,k)$, with $d$ an integer and $k$ a natural number, if every nonzero $\langle S|A|T\rangle$ has $|S|=|T|+d$ and $|S\setminus T|\le k$: the particle number changes by exactly $d$, and at most $k$ orbitals are newly filled.

```lean
/-- Every nonzero element `⟨S|A|T⟩` changes the particle number by `d` and has at most `k`
orbitals of `S` outside `T`. -/
def Moves (A : Op M) (d : ℤ) (k : ℕ) : Prop :=
  ∀ S T, A S T ≠ 0 → (S.card : ℤ) = T.card + d ∧ (S \ T).card ≤ k
```

For a reference determinant $O$ and a natural number $r$, now an excitation level and no longer an orbital index, $W_r(O)$ is the set of all $S$ with $|S|=|O|$ and $|S\setminus O|\le r$. It contains $O$ itself.

```lean
/-- The determinants with as many particles as `O` and at most `r` orbitals outside `O`. -/
def within (O : Finset (Fin M)) (r : ℕ) : Finset (Finset (Fin M)) :=
  univ.filter fun S => S.card = O.card ∧ (S \ O).card ≤ r
```

## (a) Labels of the ladder operators

*Show that $a_p$ carries the label $(-1,0)$ and $a_p^\dagger$ the label $(1,1)$.*

If $\langle S|a_p|T\rangle\neq0$, then $p\in T$ and $S=T\setminus\{p\}$. Hence $|S|=|T|-1$, and $S\subseteq T$ gives $S\setminus T=\emptyset$. If $\langle S|a_p^\dagger|T\rangle=\langle T|a_p|S\rangle\ne0$, the same observation with the sets exchanged gives $p\in S$ and $T=S\setminus\{p\}$. Then $|S|=|T|+1$ and $S\setminus T\subseteq\{p\}$. The observation is `key`, applied as `key S T h` for the annihilator and as `key T S h` for the creator; `h1` gives the particle number and `h2` the newly filled orbitals.

```lean
/-- `a_p` removes one particle and fills no new orbital; `a_p†` adds one particle and fills
at most one new orbital. -/
theorem moves_ladder (p : Fin M) : Moves (ann p) (-1) 0 ∧ Moves (cre p) 1 1 := by
  have key : ∀ S T, ann p S T ≠ 0 → p ∈ T ∧ S = T.erase p := by
    intro S T h
    by_contra hc
    apply h
    simp only [ann, Matrix.of_apply]
    exact if_neg hc
  constructor
  · intro S T h
    obtain ⟨hp, rfl⟩ := key S T h
    have h1 := Finset.card_erase_add_one hp
    have h2 : T.erase p \ T = ∅ := Finset.sdiff_eq_empty_iff_subset.2 (erase_subset _ _)
    refine ⟨by omega, by simp [h2]⟩
  · intro S T h
    obtain ⟨hp, rfl⟩ := key T S h
    have h1 := Finset.card_erase_add_one hp
    have h2 : S \ S.erase p ⊆ {p} := by
      intro x hx
      simp only [mem_sdiff, mem_erase, mem_singleton] at hx ⊢
      tauto
    refine ⟨by omega, by simpa using Finset.card_le_card h2⟩
```

## (b) Labels add under products

*Show that if $A$ carries $(d,k)$ and $B$ carries $(e,l)$, then $AB$ carries $(d+e,k+l)$.*

Insert a complete set of determinants $U$:
$$\langle S|AB|T\rangle=\sum_U\langle S|A|U\rangle\langle U|B|T\rangle .$$
If the sum is nonzero, some term is nonzero, and both its factors are. For that $U$, $|S|=|U|+d$ and $|U|=|T|+e$, so $|S|=|T|+d+e$. An orbital in $S$ but not in $T$ either lies outside $U$, and so in $S\setminus U$, or lies in $U$, and so in $U\setminus T$. Therefore
$$|S\setminus T|\le|(S\setminus U)\cup(U\setminus T)|\le|S\setminus U|+|U\setminus T|\le k+l .$$
`Matrix.mul_apply` is the insertion, `Finset.exists_ne_zero_of_sum_ne_zero` picks $U$, `hsub` is the inclusion, and `omega` adds the relations.

```lean
/-- In a product of operators the particle-number changes and the excitation bounds add. -/
theorem Moves.mul {A B : Op M} {d e : ℤ} {k l : ℕ} (hA : Moves A d k) (hB : Moves B e l) :
    Moves (A * B) (d + e) (k + l) := by
  intro S T h
  -- some intermediate determinant U contributes
  rw [Matrix.mul_apply] at h
  obtain ⟨U, -, hU⟩ := Finset.exists_ne_zero_of_sum_ne_zero h
  obtain ⟨a1, a2⟩ := hA S U (left_ne_zero_of_mul hU)
  obtain ⟨b1, b2⟩ := hB U T (right_ne_zero_of_mul hU)
  have hsub : S \ T ⊆ (S \ U) ∪ (U \ T) := by
    intro x hx
    simp only [mem_sdiff, mem_union] at hx ⊢
    tauto
  have h1 := Finset.card_le_card hsub
  have h2 := Finset.card_union_le (S \ U) (U \ T)
  constructor <;> omega
```

## (c) Sums over an orbital index

*Show that if each operator $A_p$ of a family indexed by orbitals carries $(d,k)$, so does $\sum_pA_p$.*

If $\sum_p\langle S|A_p|T\rangle\neq0$, then $\langle S|A_p|T\rangle\ne0$ for some $p$, and the label of that $A_p$ gives both conditions.

```lean
/-- A sum over an orbital index obeys the selection rule shared by its terms. -/
theorem Moves.sum {A : Fin M → Op M} {d : ℤ} {k : ℕ} (hA : ∀ p, Moves (A p) d k) :
    Moves (∑ p, A p) d k := by
  intro S T h
  rw [Matrix.sum_apply] at h
  obtain ⟨p, -, hp⟩ := Finset.exists_ne_zero_of_sum_ne_zero h
  exact hA p S T hp
```

## (d) Scalar multiples

*Show that $cA$ carries the label of $A$ for every complex $c$.*

If $c\,\langle S|A|T\rangle\ne0$, then $\langle S|A|T\rangle\ne0$. This step removes the integrals from the argument, which is why no property of them is needed.

```lean
/-- A scalar multiple of an operator obeys its selection rule. -/
theorem Moves.smul {A : Op M} {d : ℤ} {k : ℕ} (hA : Moves A d k) (c : ℂ) :
    Moves (c • A) d k := by
  intro S T h
  rw [Matrix.smul_apply, smul_eq_mul] at h
  exact hA S T (right_ne_zero_of_mul h)
```

## (e) One-body operators reach single excitations at most

*Show that $\sum_{pq}h_{pq}a_p^\dagger a_q$ carries the label $(0,1)$.*

By (a) and (b), $a_p^\dagger a_q$ carries $(1-1,\,1+0)=(0,1)$. By (d) the factor $h_{pq}$ keeps the label, and by (c), used twice, so does the double sum. The `refine` line strips off the sums and the scalar, leaving the bare string.

```lean
/-- A one-body operator conserves the particle number and connects only determinants that
differ in at most one orbital. -/
theorem moves_oneBody (h : Fin M → Fin M → ℂ) : Moves (oneBody h) 0 1 := by
  refine Moves.sum fun p => Moves.sum fun q => Moves.smul ?_ _
  intro S T hST
  obtain ⟨h1, h2⟩ := ((moves_ladder p).2.mul (moves_ladder q).1) S T hST
  constructor <;> omega
```

## (f) The selection rule for the Hamiltonian

*Show that $\langle S|H|T\rangle\neq0$ implies $|S|=|T|$ and $|S\setminus T|\le2$.*

The string $a_p^\dagger a_q^\dagger a_sa_r$ carries $(1+1-1-1,\;1+1+0+0)=(0,2)$ by (a) and three uses of (b). Parts (c) and (d) pass this through $v_{pqrs}$, the four sums and the factor $\tfrac14$, which is the statement `two`. Now let $\langle S|H|T\rangle\ne0$. If the one-body element vanishes, the two-body element is nonzero and the label $(0,2)$ applies. Otherwise (e) gives $|S|=|T|$ and $|S\setminus T|\le1\le2$. These are the two branches of `by_cases`. The result is the vanishing statement among the Slater–Condon rules; the values of the surviving elements are not computed.

```lean
/-- The two-body Hamiltonian conserves the particle number and connects only determinants
that differ in at most two orbitals. -/
theorem moves_hamiltonian (h : Fin M → Fin M → ℂ)
    (v : Fin M → Fin M → Fin M → Fin M → ℂ) : Moves (hamiltonian h v) 0 2 := by
  have two : Moves ((1 / 4 : ℂ) • ∑ p, ∑ q, ∑ r, ∑ s,
      v p q r s • (cre p * cre q * ann s * ann r)) 0 2 := by
    refine Moves.smul (Moves.sum fun p => Moves.sum fun q => Moves.sum fun r =>
      Moves.sum fun s => Moves.smul ?_ _) _
    intro S T hST
    obtain ⟨h1, h2⟩ := ((((moves_ladder p).2.mul (moves_ladder q).2).mul
      (moves_ladder s).1).mul (moves_ladder r).1) S T hST
    constructor <;> omega
  intro S T hST
  rw [hamiltonian, Matrix.add_apply] at hST
  by_cases h0 : oneBody h S T = 0
  · rw [h0, zero_add] at hST
    exact two S T hST
  · obtain ⟨h1, h2⟩ := moves_oneBody h S T h0
    constructor <;> omega
```

## (g) Counting by holes and particles

*Show that $|W_r(O)|=\sum_{k=0}^{r}\binom{|O|}{k}\binom{|O^c|}{k}$, where $O^c$ is the set of orbitals outside $O$.*

Sort the members of $W_r(O)$ by $k=|S\setminus O|\in\{0,\dots,r\}$ and fix $k$. Map $S$ to its holes $O\setminus S$ and its particles $S\setminus O$. From $|S\setminus O|+|S\cap O|=|S|=|O|=|O\setminus S|+|S\cap O|$ there are $k$ holes as well. Conversely, take $A\subseteq O$ and $B\subseteq O^c$ with $k$ elements each and set $S=(O\setminus A)\cup B$. The union is disjoint, so $|S|=|O|-k+k=|O|$, and $S\setminus O=B$ has $k\le r$ elements. The two maps are inverse to each other: $(O\setminus(O\setminus S))\cup(S\setminus O)=(O\cap S)\cup(S\setminus O)=S$, and the set built from $(A,B)$ has holes $A$ and particles $B$. There are $\binom{|O|}{k}\binom{|O^c|}{k}$ such pairs.

`Finset.card_eq_sum_card_fiberwise` does the sorting, with `range (r + 1)` for $\{0,\dots,r\}$, and `powersetCard` holds the $k$-element subsets. The four goals of `Finset.card_bij'` are, in order, that the map lands in the pairs, that the inverse lands in the class of $k$, and the two inverse identities.

```lean
/-- The determinants within `r` excitations of `O` are counted by choosing equally many
holes in `O` and particles outside it, at most `r` of each. -/
theorem card_within (O : Finset (Fin M)) (r : ℕ) :
    (within O r).card = ∑ k ∈ range (r + 1), O.card.choose k * Oᶜ.card.choose k := by
  have hmem : ∀ S, S ∈ within O r ↔ S.card = O.card ∧ (S \ O).card ≤ r := by
    intro S
    simp [within]
  rw [Finset.card_eq_sum_card_fiberwise (f := fun S => (S \ O).card) (t := range (r + 1))
    (fun S hS => Finset.mem_coe.2
      (Finset.mem_range.2 (Nat.lt_succ_of_le ((hmem S).1 (Finset.mem_coe.1 hS)).2)))]
  refine Finset.sum_congr rfl fun k hk => ?_
  rw [← card_powersetCard, ← card_powersetCard, ← card_product]
  -- a determinant corresponds to its holes and its particles
  refine Finset.card_bij' (fun S _ => (O \ S, S \ O)) (fun p _ => (O \ p.1) ∪ p.2) ?_ ?_ ?_ ?_
  · intro S hS
    rw [mem_filter, hmem] at hS
    obtain ⟨⟨h1, -⟩, h2⟩ := hS
    have h3 := Finset.card_sdiff_add_card_inter S O
    have h4 := Finset.card_sdiff_add_card_inter O S
    rw [inter_comm] at h4
    simp only [mem_product, mem_powersetCard]
    exact ⟨⟨sdiff_subset, by omega⟩, fun x hx => mem_compl.2 (mem_sdiff.1 hx).2, h2⟩
  · rintro ⟨A, B⟩ hp
    simp only [mem_product, mem_powersetCard] at hp
    obtain ⟨⟨hA, cA⟩, hB, cB⟩ := hp
    have e : (O \ A ∪ B) \ O = B := by
      ext x
      have h2 : x ∈ B → x ∉ O := fun h => mem_compl.1 (hB h)
      simp only [mem_sdiff, mem_union]
      tauto
    have hd : Disjoint (O \ A) B :=
      Finset.disjoint_left.2 fun x hx hx' => mem_compl.1 (hB hx') (mem_sdiff.1 hx).1
    have h3 := Finset.card_union_of_disjoint hd
    have h4 := Finset.card_sdiff_add_card_eq_card hA
    have h5 := Finset.mem_range.1 hk
    simp only [mem_filter, hmem, e]
    refine ⟨⟨?_, ?_⟩, ?_⟩ <;> omega
  · intro S _
    ext x
    simp only [mem_sdiff, mem_union]
    tauto
  · rintro ⟨A, B⟩ hp
    simp only [mem_product, mem_powersetCard] at hp
    obtain ⟨⟨hA, -⟩, hB, -⟩ := hp
    refine Prod.ext ?_ ?_
    all_goals
      ext x
      have h1 : x ∈ A → x ∈ O := fun h => hA h
      have h2 : x ∈ B → x ∉ O := fun h => mem_compl.1 (hB h)
      simp only [mem_sdiff, mem_union]
      tauto
```

## (h) Reference, singles and doubles

*For $|O|=N$, show that $|W_2(O)|=1+N(M-N)+\binom N2\binom{M-N}2$.*

Put $r=2$ and $|O^c|=M-N$ in (g). The terms $k=0,1,2$ are $1$, $N(M-N)$ and $\binom N2\binom{M-N}2$. Because $O$ is a subset of the $M$ orbitals, `hN` forces $N\le M$, so the natural-number subtraction `M - N` is the ordinary difference. For $N=0$ or $N=M$, including $M=0$, the count is $1$; with $N<2$ or $M-N<2$ the last term vanishes.

```lean
/-- For `N` occupied among `M` orbitals, the `N`-particle determinants with at most two
orbitals outside `O` number `1 + N (M - N) + C(N,2) C(M-N,2)`. -/
theorem card_within_two (O : Finset (Fin M)) {N : ℕ} (hN : O.card = N) :
    (within O 2).card = 1 + N * (M - N) + N.choose 2 * (M - N).choose 2 := by
  rw [card_within, card_compl, Fintype.card_fin, hN]
  simp [Finset.sum_range_succ]
```

## (i) The bound on connected determinants

*For any integrals and any $O$ with $|O|=N$, show that at most $1+N(M-N)+\binom N2\binom{M-N}2$ determinants $S$ have $\langle S|H|O\rangle\neq0$.*

By (f), each such $S$ lies in $W_2(O)$, and a subset of a finite set has no more elements than the set; (h) gives the number. In Lean, `{S | hamiltonian h v S O ≠ 0}` ranges over all $2^M$ occupied sets, with no restriction on particle number, and `ncard` is its number of elements. The diagonal element $S=O$ is included in the count. `Set.ncard_le_ncard` reduces the inequality to the inclusion.

In a finite spin-orbital basis with at most two-body interactions, this bounds the number of nonzero entries in each column of the configuration-interaction matrix in the basis of determinants, and $|W_2(O)|$ is the size of the reference-plus-singles-and-doubles space before spin or spatial symmetry is imposed. The theorem is an upper bound; that some $H$ attains it is not claimed.

```lean
/-- For any integrals, the determinants `S` with `⟨S|H|O⟩ ≠ 0` number at most
`1 + N (M - N) + C(N,2) C(M-N,2)`, where `N` is the particle number of `O`. -/
theorem card_connected_le (h : Fin M → Fin M → ℂ) (v : Fin M → Fin M → Fin M → Fin M → ℂ)
    (O : Finset (Fin M)) {N : ℕ} (hN : O.card = N) :
    {S | hamiltonian h v S O ≠ 0}.ncard ≤ 1 + N * (M - N) + N.choose 2 * (M - N).choose 2 := by
  rw [← card_within_two O hN, ← Set.ncard_coe_finset]
  refine Set.ncard_le_ncard (fun S hS => ?_) (Finset.finite_toSet _)
  obtain ⟨h1, h2⟩ := moves_hamiltonian h v S O hS
  exact Finset.mem_coe.2 (mem_filter.2 ⟨mem_univ _, by omega, h2⟩)
```

## (j) A four-operator string between determinants with a common core

*Let $a\ne b$ be orbitals in $S$ and $i\ne j$ orbitals in $O$, with $O\setminus\{i,j\}=S\setminus\{a,b\}$. Show that $\langle S|a_a^\dagger a_b^\dagger a_ja_i|O\rangle\ne0$.*

Acting to the right, $a_ja_i|O\rangle=\sigma(O,i)\,\sigma(O\setminus\{i\},j)\,|R\rangle$ with $R=O\setminus\{i,j\}$. Acting to the left, $\langle S|a_a^\dagger=\sigma(S,a)\,\langle S\setminus\{a\}|$. Since $R=(S\setminus\{a\})\setminus\{b\}$, the remaining element is $\langle S\setminus\{a\}|a_b^\dagger|R\rangle=\sigma(S\setminus\{a\},b)$. The result is a product of four signs, hence nonzero. `mul_ann` is the action to the right, used for $i$ and then $j$, `cre_mul` the action to the left, `last` the remaining element, and `hph` says that no phase vanishes.

The hypothesis `b ∈ S.erase a` encodes both $b\in S$ and $b\neq a$, and likewise for $j$. Nothing requires $a,b\notin O$; when they do lie outside $O$, the determinant $S$ is a double excitation of $O$. The statement concerns one string and not the sum in $H$, where terms may cancel.

```lean
/-- The string `a_a† a_b† a_j a_i` has a nonzero element `⟨S|·|O⟩` when `S` without its two
orbitals `a, b` equals `O` without its two orbitals `i, j`. -/
theorem double_excitation_ne_zero {S O : Finset (Fin M)} {a b i j : Fin M}
    (ha : a ∈ S) (hb : b ∈ S.erase a) (hi : i ∈ O) (hj : j ∈ O.erase i)
    (hSO : (O.erase i).erase j = (S.erase a).erase b) :
    (cre a * cre b * ann j * ann i) S O ≠ 0 := by
  have hph : ∀ (T : Finset (Fin M)) p, phase T p ≠ 0 := fun T p => pow_ne_zero _ (by norm_num)
  -- each ladder operator selects a single intermediate determinant
  have mul_ann : ∀ (A : Op M) (T : Finset (Fin M)) q, q ∈ T →
      (A * ann q) S T = A S (T.erase q) * phase T q := by
    intro A T q hq
    simp [Matrix.mul_apply, ann, hq]
  have cre_mul : ∀ (B : Op M) (T : Finset (Fin M)),
      (cre a * B) S T = phase S a * B (S.erase a) T := by
    intro B T
    simp [Matrix.mul_apply, cre, ann, ha]
  have last : cre b (S.erase a) ((S.erase a).erase b) = phase (S.erase a) b := by
    simp only [cre, ann, Matrix.transpose_apply, Matrix.of_apply, hb, and_self, if_true]
  rw [mul_ann _ _ _ hi, mul_ann _ _ _ hj, cre_mul, hSO, last]
  exact mul_ne_zero (mul_ne_zero (mul_ne_zero (hph _ _) (hph _ _)) (hph _ _)) (hph _ _)

end

end TwoBodyConnectivity
```

```lean
#print axioms TwoBodyConnectivity.moves_hamiltonian
#print axioms TwoBodyConnectivity.card_connected_le
#print axioms TwoBodyConnectivity.double_excitation_ne_zero
```

```
'TwoBodyConnectivity.moves_hamiltonian' depends on axioms: [propext, Classical.choice, Quot.sound]
'TwoBodyConnectivity.card_connected_le' depends on axioms: [propext, Classical.choice, Quot.sound]
'TwoBodyConnectivity.double_excitation_ne_zero' depends on axioms: [propext, Classical.choice, Quot.sound]
```

## Three particles in six orbitals

The numbers below are ordinary arithmetic from the definitions and have not been run through Lean. Take $M=6$ and $O=\{0,1,2\}$, so $N=3$. The bound is $1+3\cdot3+3\cdot3=19$, out of $\binom63=20$ three-particle determinants. The one excluded is $\{3,4,5\}$, which has three orbitals outside $O$.

For (j), choose $i=0$, $j=2$, $a=3$, $b=5$, so $S=\{1,3,5\}$ and $R=\{1\}$. The phases are $\sigma(\{0,1,2\},0)=+1$, $\sigma(\{1,2\},2)=-1$, $\sigma(\{1,5\},5)=-1$ and $\sigma(\{1,3,5\},3)=-1$, so $\langle S|a_3^\dagger a_5^\dagger a_2a_0|O\rangle=-1$. In $H$ the one-body part does not contribute to this element, and four strings do; exchanging the two creators or the two annihilators reverses the sign, so
$$\langle S|H|O\rangle=-\tfrac14\left(v_{3502}-v_{5302}-v_{3520}+v_{5320}\right).$$
For integrals antisymmetric in each index pair this equals $-v_{3502}$. For integrals symmetric in $p,q$ it is zero, although each string has a nonzero element.
